# Finitely many plane waves with distinct wavenumbers have a positive definite overlap matrix on every interval of positive length

Suppose an exchange-correlation potential is fitted to plane waves by minimising the squared error integrated over the interstitial region. The normal equations contain the overlap matrix of the plane waves on that region. If this matrix were singular, some nonzero set of coefficients would describe the zero function. The fit would then have infinitely many solutions, and the square root of the quadratic form built from the matrix would not be a norm on the coefficients.

Over a full unit cell the question does not arise for distinct plane waves with the periodicity of the lattice, because they are orthogonal there. Removing the muffin-tin region in general destroys the orthogonality. In one dimension, with an interval as the interstitial region, any given plane waves look nearly alike, up to constant phases, once the interval is short enough. Finitely many distinct plane waves nevertheless stay linearly independent on every interval of positive length.

## The metric and its sign convention

Let $a<b$ be the ends of the interstitial interval, and let $k_n$ be finitely many real wavenumbers. The step function equals one on the interval and zero elsewhere, and its matrix elements between plane waves are

$$M_{mn}=\int_a^b e^{i(k_m-k_n)x}\,dx .$$

A coefficient vector $c$ describes the interstitial function

$$\psi(x)=\sum_n c_n e^{-ik_nx}.$$

The minus sign matches the index order in $M$. With $e^{+ik_nx}$ one would obtain the complex conjugate matrix, which is positive definite under the same conditions. There is no division by a cell length, so each diagonal entry is $b-a$.

The result is that $M$ is Hermitian, and that it is positive definite exactly when the $k_n$ are distinct. In that case $c^\dagger M d$ is an inner product on coefficient vectors.

## The same statement in Lean

The matrix is `stepMetric a b k` and the function $\psi$ is `wave k c`. The labels of the plane waves form a finite type `ι`, and `k : ι → ℝ` assigns a wavenumber to each label. The wavenumbers may therefore be integers, or integers shifted by a common Bloch wavenumber. That they are distinct is expressed by `Function.Injective k`.

The main theorem, `stepMetric_posDef_iff`, assumes `a < b` and states that `(stepMetric a b k).PosDef` is equivalent to this injectivity. `PosDef` means that the matrix is Hermitian and that $c^\dagger Mc>0$ for every nonzero complex vector $c$. In the order on `ℂ` used here, this inequality says that the number is real and positive.

In `stepMetric_int_posDef` the labels are the elements of a finite set `S` of integers, so they are distinct automatically. For such a set, `stepMetric_fullCell` gives the matrix over $[0,2\pi]$ as $2\pi$ times the identity.

The model covers one dimension and a single interval, not the region between spheres in a crystal. It contains only the interstitial part of an LAPW overlap, without the contributions from inside the spheres. It also gives no lower bound on the smallest eigenvalue, so a matrix can be positive definite and still badly conditioned.

## From the integral to positivity

**Hermiticity.** Conjugating the integrand reverses the sign of its exponent, which exchanges the indices:

$$\overline{M_{nm}}=\int_a^b e^{-i(k_n-k_m)x}\,dx=\int_a^b e^{i(k_m-k_n)x}\,dx=M_{mn}.$$

**The quadratic form.** Expanding the squared modulus gives

$$|\psi(x)|^2=\sum_{m,n}\overline{c_m}\,e^{ik_mx}e^{-ik_nx}c_n .$$

The sum is finite, so it can be integrated term by term:

$$\int_a^b|\psi(x)|^2dx=\sum_{m,n}\overline{c_m}M_{mn}c_n=c^\dagger Mc .$$

**Linear independence.** Let the $k_n$ be distinct and suppose that $\psi$ vanishes on the open interval $(a,b)$. Write $z_n=-ik_n$; these numbers are distinct too. All derivatives of $\psi$ vanish on the interval, so for every $j\ge 0$

$$\sum_n c_n z_n^{\,j}e^{z_nx}=0 .$$

Fix one point $x$ in the interval. Linear combinations of these equations give, for every polynomial $p$,

$$\sum_n c_n\,p(z_n)\,e^{z_nx}=0 .$$

Now fix a label $n$ and take $p(z)=\prod_{m\ne n}(z-z_m)$. This polynomial is zero at every exponent except $z_n$, so a single term survives:

$$c_n\prod_{m\neq n}(z_n-z_m)\,e^{z_nx}=0 .$$

Neither the product nor the exponential is zero, hence $c_n=0$. For a single plane wave the product is empty and equals one. Since $n$ was arbitrary, all coefficients vanish.

**Positivity.** If $c\neq0$, the previous step shows that $\psi$ is nonzero somewhere in $(a,b)$. The function $|\psi|^2$ is continuous and nonnegative, and it is positive at that point, so its integral is positive.

**Coinciding wavenumbers.** If $k_m=k_n$ for two different labels, set $c_m=1$, $c_n=-1$ and all other coefficients to zero. The two waves cancel everywhere, so $c^\dagger Mc=0$ although $c\ne0$, and $M$ is not positive definite.

**The full cell.** For integer wavenumbers on $[0,2\pi]$ the diagonal entries are $2\pi$. For $m\neq n$,

$$\int_0^{2\pi}e^{i(m-n)x}dx=\frac{e^{2\pi i(m-n)}-1}{i(m-n)}=0 .$$

## Two plane waves on one sixth of the cell

Take the wavenumbers $0$ and $1$ on $[0,\pi/3]$. The diagonal entries are $\pi/3\approx1.0472$, and

$$M_{10}=\int_0^{\pi/3}e^{ix}dx=\frac{e^{i\pi/3}-1}{i}=\frac{\sqrt3}{2}+\frac i2=e^{i\pi/6}.$$

The off-diagonal entries have modulus one, so the eigenvalues are $\pi/3\pm1$, that is, about $2.0472$ and $0.0472$. Both are positive, with a ratio of about $43$.

The small eigenvalue belongs to $c_0=1$, $c_1=-e^{i\pi/6}$. The corresponding function $\psi(x)=1-e^{-i(x-\pi/6)}$ vanishes at the midpoint of the interval, and its modulus grows to only $2\sin(\pi/12)\approx0.52$ at the ends. Its squared norm is

$$\int_0^{\pi/3}\bigl(2-2\cos(x-\pi/6)\bigr)dx=\frac{2\pi}{3}-2 .$$

Dividing by $|c_0|^2+|c_1|^2=2$ returns the eigenvalue $\pi/3-1$.

## The complete Lean file

```lean
import Mathlib

open Matrix Finset
open scoped ComplexOrder ComplexConjugate

namespace InterstitialMetric

noncomputable section

variable {ι : Type*}

/-- The step-function metric of plane waves with wavenumbers `k n` on the interval from `a`
to `b`: its entries are the integrals of `exp (i (k m - k n) x)`. -/
def stepMetric (a b : ℝ) (k : ι → ℝ) : Matrix ι ι ℂ :=
  Matrix.of fun m n => ∫ x in a..b, Complex.exp (Complex.I * ((k m : ℂ) - (k n : ℂ)) * (x : ℂ))

/-- The interstitial wave with coefficients `c n` on the plane waves `exp (-i k n x)`. -/
def wave [Fintype ι] (k : ι → ℝ) (c : ι → ℂ) (x : ℝ) : ℂ :=
  ∑ n, c n * Complex.exp (-Complex.I * (k n : ℂ) * (x : ℂ))

/-- The step-function metric is Hermitian. -/
theorem stepMetric_isHermitian (a b : ℝ) (k : ι → ℝ) : (stepMetric a b k).IsHermitian := by
  refine Matrix.IsHermitian.ext fun m n => ?_
  -- conjugating the integrand exchanges the two wavenumbers
  have hpt : ∀ x : ℝ, conj (Complex.exp (Complex.I * ((k n : ℂ) - (k m : ℂ)) * (x : ℂ)))
      = Complex.exp (Complex.I * ((k m : ℂ) - (k n : ℂ)) * (x : ℂ)) := by
    intro x
    rw [← Complex.exp_conj]
    congr 1
    simp only [map_mul, map_sub, Complex.conj_I, Complex.conj_ofReal]
    ring
  change conj (∫ x in a..b, Complex.exp (Complex.I * ((k n : ℂ) - (k m : ℂ)) * (x : ℂ)))
    = ∫ x in a..b, Complex.exp (Complex.I * ((k m : ℂ) - (k n : ℂ)) * (x : ℂ))
  simp only [intervalIntegral, map_sub, ← integral_conj, hpt]

variable [Fintype ι]

/-- The quadratic form of the metric is the (oriented) integral of the squared modulus of the wave
from `a` to `b`. -/
theorem stepMetric_quadForm (a b : ℝ) (k : ι → ℝ) (c : ι → ℂ) :
    star c ⬝ᵥ (stepMetric a b k *ᵥ c) = ((∫ x in a..b, ‖wave k c x‖ ^ 2 : ℝ) : ℂ) := by
  -- expand the squared modulus into a double sum
  have hpt : ∀ x : ℝ, ((‖wave k c x‖ ^ 2 : ℝ) : ℂ) = ∑ m, ∑ n, conj (c m) *
      (Complex.exp (Complex.I * ((k m : ℂ) - (k n : ℂ)) * (x : ℂ)) * c n) := by
    intro x
    rw [Complex.ofReal_pow, ← Complex.conj_mul', wave, map_sum, Finset.sum_mul_sum]
    refine Finset.sum_congr rfl fun m _ => Finset.sum_congr rfl fun n _ => ?_
    have he : Complex.exp (Complex.I * ((k m : ℂ) - (k n : ℂ)) * (x : ℂ))
        = conj (Complex.exp (-Complex.I * (k m : ℂ) * (x : ℂ)))
          * Complex.exp (-Complex.I * (k n : ℂ) * (x : ℂ)) := by
      rw [← Complex.exp_conj, ← Complex.exp_add]
      congr 1
      simp only [map_mul, map_neg, Complex.conj_I, Complex.conj_ofReal]
      ring
    rw [map_mul, he]
    ring
  rw [← intervalIntegral.integral_ofReal]
  simp only [hpt]
  -- integrate term by term
  rw [intervalIntegral.integral_finsetSum
    (fun m _ => Continuous.intervalIntegrable (by fun_prop) a b)]
  simp only [dotProduct, Matrix.mulVec, Pi.star_apply]
  refine Finset.sum_congr rfl fun m _ => ?_
  rw [intervalIntegral.integral_finsetSum
    (fun n _ => Continuous.intervalIntegrable (by fun_prop) a b), Finset.mul_sum]
  refine Finset.sum_congr rfl fun n _ => ?_
  rw [intervalIntegral.integral_const_mul, intervalIntegral.integral_mul_const]
  rfl

/-- If a finite sum of plane waves with distinct wavenumbers vanishes on a nonempty open
interval, all its coefficients are zero. -/
theorem coeff_eq_zero_of_wave_eq_zero {a b : ℝ} (hab : a < b) {k : ι → ℝ}
    (hk : Function.Injective k) {c : ι → ℂ} (h : ∀ x ∈ Set.Ioo a b, wave k c x = 0) :
    c = 0 := by
  classical
  let z : ι → ℂ := fun n => -Complex.I * (k n : ℂ)
  have hz : Function.Injective z := by
    intro m n hmn
    have h1 : (k m : ℂ) = (k n : ℂ) :=
      mul_left_cancel₀ (neg_ne_zero.mpr Complex.I_ne_zero) hmn
    exact hk (Complex.ofReal_injective h1)
  -- every derivative of the wave vanishes on the interval
  have hder : ∀ j : ℕ, ∀ x ∈ Set.Ioo a b,
      ∑ n, c n * z n ^ j * Complex.exp (z n * (x : ℂ)) = 0 := by
    intro j
    induction j with
    | zero =>
      intro x hx
      simp only [pow_zero, mul_one]
      exact h x hx
    | succ j ih =>
      intro x hx
      have hlin : ∀ n, HasDerivAt (fun y : ℝ => z n * (y : ℂ)) (z n) x := fun n => by
        simpa using ((hasDerivAt_id x).ofReal_comp).const_mul (z n)
      have hd : HasDerivAt (fun y : ℝ => ∑ n, c n * z n ^ j * Complex.exp (z n * (y : ℂ)))
          (∑ n, c n * z n ^ j * (Complex.exp (z n * (x : ℂ)) * z n)) x :=
        HasDerivAt.fun_sum fun n _ => ((hlin n).cexp).const_mul _
      have h0 : HasDerivAt (fun y : ℝ => ∑ n, c n * z n ^ j * Complex.exp (z n * (y : ℂ)))
          0 x := by
        refine (hasDerivAt_const x (0 : ℂ)).congr_of_eventuallyEq ?_
        filter_upwards [Ioo_mem_nhds hx.1 hx.2] with y hy using ih y hy
      rw [← hd.unique h0]
      exact Finset.sum_congr rfl fun n _ => by ring
  obtain ⟨x, hx⟩ := Set.nonempty_Ioo.mpr hab
  -- hence every polynomial in the exponents is annihilated
  have hp : ∀ p : Polynomial ℂ,
      ∑ n, c n * p.eval (z n) * Complex.exp (z n * (x : ℂ)) = 0 := by
    intro p
    induction p using Polynomial.induction_on' with
    | add p q hp hq =>
      simp only [Polynomial.eval_add, mul_add, add_mul, Finset.sum_add_distrib, hp, hq,
        add_zero]
    | monomial j r =>
      have h1 : r * ∑ n, c n * z n ^ j * Complex.exp (z n * (x : ℂ)) = 0 := by
        rw [hder j x hx, mul_zero]
      rw [← h1, Finset.mul_sum]
      refine Finset.sum_congr rfl fun n _ => ?_
      rw [Polynomial.eval_monomial]
      ring
  funext n
  -- a polynomial vanishing at all other exponents isolates one coefficient
  have hn := hp (∏ m ∈ univ.erase n, (Polynomial.X - Polynomial.C (z m)))
  simp only [Polynomial.eval_prod, Polynomial.eval_sub, Polynomial.eval_X,
    Polynomial.eval_C] at hn
  rw [Finset.sum_eq_single n
    (fun m _ hmn => by
      rw [Finset.prod_eq_zero (Finset.mem_erase.mpr ⟨hmn, Finset.mem_univ m⟩) (sub_self _),
        mul_zero, zero_mul])
    (fun hn' => absurd (Finset.mem_univ n) hn')] at hn
  have hprod : ∏ m ∈ univ.erase n, (z n - z m) ≠ 0 :=
    Finset.prod_ne_zero_iff.mpr fun m hm =>
      sub_ne_zero.mpr fun e => (Finset.mem_erase.mp hm).1 (hz e).symm
  exact (mul_eq_zero.mp ((mul_eq_zero.mp hn).resolve_right (Complex.exp_ne_zero _))).resolve_right
    hprod

/-- On an interval of positive length the step-function metric is positive definite if and
only if the wavenumbers are distinct. -/
theorem stepMetric_posDef_iff {a b : ℝ} (hab : a < b) (k : ι → ℝ) :
    (stepMetric a b k).PosDef ↔ Function.Injective k := by
  classical
  rw [Matrix.posDef_iff_dotProduct_mulVec]
  constructor
  · rintro ⟨_, hpos⟩ m n hmn
    by_contra hne
    -- the difference of two equal plane waves has zero norm
    have hc : (Pi.single m 1 - Pi.single n 1 : ι → ℂ) ≠ 0 := by
      intro h0
      have h1 := congrFun h0 m
      simp [hne] at h1
    have hw : ∀ x, wave k (Pi.single m 1 - Pi.single n 1) x = 0 := by
      intro x
      simp [wave, sub_mul, Finset.sum_sub_distrib, Pi.single_apply, hmn]
    have h2 := hpos hc
    rw [stepMetric_quadForm] at h2
    simp [hw] at h2
  · intro hk
    refine ⟨stepMetric_isHermitian a b k, fun c hc => ?_⟩
    rw [stepMetric_quadForm]
    have hcont : Continuous fun x => ‖wave k c x‖ ^ 2 := by
      unfold wave
      fun_prop
    have hex : ∃ x ∈ Set.Icc a b, 0 < ‖wave k c x‖ ^ 2 := by
      by_contra hno
      refine hc (coeff_eq_zero_of_wave_eq_zero hab hk fun x hx => ?_)
      by_contra hx0
      exact hno ⟨x, Set.Ioo_subset_Icc_self hx, pow_pos (norm_pos_iff.mpr hx0) 2⟩
    have hint := intervalIntegral.integral_pos hab hcont.continuousOn
      (fun x _ => sq_nonneg ‖wave k c x‖) hex
    exact_mod_cast hint

/-- For any finite set of integer wavenumbers and any interval of positive length, the
step-function metric is Hermitian positive definite. -/
theorem stepMetric_int_posDef {a b : ℝ} (hab : a < b) (S : Finset ℤ) :
    (stepMetric a b (fun n : S => ((n : ℤ) : ℝ))).PosDef :=
  (stepMetric_posDef_iff hab _).mpr fun _ _ h => Subtype.ext (Int.cast_injective h)

/-- Over the full cell from `0` to `2π`, the metric of integer wavenumbers is `2π` times the
identity matrix. -/
theorem stepMetric_fullCell (S : Finset ℤ) :
    stepMetric 0 (2 * Real.pi) (fun n : S => ((n : ℤ) : ℝ))
      = (2 * (Real.pi : ℂ)) • (1 : Matrix S S ℂ) := by
  ext m n
  rw [stepMetric, Matrix.of_apply, Matrix.smul_apply]
  by_cases hmn : m = n
  · subst hmn
    simp
  · have hne : Complex.I * ((((m : ℤ) : ℝ) : ℂ) - (((n : ℤ) : ℝ) : ℂ)) ≠ 0 := by
      refine mul_ne_zero Complex.I_ne_zero (sub_ne_zero.mpr fun h => hmn (Subtype.ext ?_))
      exact_mod_cast h
    -- the exponential returns to one after a full period
    have hper : Complex.exp (Complex.I * ((((m : ℤ) : ℝ) : ℂ) - (((n : ℤ) : ℝ) : ℂ))
        * ((2 * Real.pi : ℝ) : ℂ)) = 1 := by
      refine Complex.exp_eq_one_iff.mpr ⟨(m : ℤ) - (n : ℤ), ?_⟩
      push_cast
      ring
    rw [integral_exp_mul_complex hne, hper, Matrix.one_apply_ne hmn]
    simp

end

end InterstitialMetric
```

```lean
#print axioms InterstitialMetric.stepMetric_int_posDef
-- 'InterstitialMetric.stepMetric_int_posDef' depends on axioms: [propext, Classical.choice, Quot.sound]
#print axioms InterstitialMetric.stepMetric_fullCell
-- 'InterstitialMetric.stepMetric_fullCell' depends on axioms: [propext, Classical.choice, Quot.sound]
```

## How the lemmas fit together

`stepMetric_isHermitian` proves the conjugation identity for the integrand at each point, under the name `hpt`, and then moves the conjugation through the integral with `integral_conj`. It needs no assumption on the order of `a` and `b`.

`stepMetric_quadForm` starts from the pointwise double sum for $|\psi|^2$. Two uses of `intervalIntegral.integral_finsetSum` exchange the integral with the sums over $m$ and $n$. Each exchange requires integrable terms, and `fun_prop` supplies this by proving them continuous. The constants $\overline{c_m}$ and $c_n$ are then taken out of the integral.

`coeff_eq_zero_of_wave_eq_zero` carries the independence argument. The statement `hder` is the vanishing of all derivatives, proved by induction on $j$. In the induction step the same function receives two derivatives at $x$: `hd` differentiates the sum of exponentials, while `h0` gives zero because the function vanishes throughout a neighbourhood of $x$. Uniqueness of the derivative equates them. This is where the openness of the interval enters.

The statement `hp` passes from powers to polynomials. `Polynomial.induction_on'` reduces it to sums and monomials, and a monomial is a multiple of one equation from `hder`. The product over `univ.erase n` is the isolating polynomial, and `Finset.sum_eq_single` removes all terms but the one labelled `n`. The last lines cancel the exponential and the product `hprod`, which is nonzero because the exponents are distinct.

`stepMetric_posDef_iff` combines these results. In the forward direction, the vector `Pi.single m 1 - Pi.single n 1` is the difference of two equal waves; its quadratic form is zero, which contradicts positivity. In the reverse direction, `hex` finds a point where $|\psi|^2$ is positive, since otherwise the independence lemma would force $c=0$. `intervalIntegral.integral_pos` then turns continuity, nonnegativity and this one point into a positive integral.

The integer case follows because different elements of `S` remain different as real numbers. For the full cell, the proof separates equal from unequal labels. In the unequal case it evaluates the integral by `integral_exp_mul_complex`, and `hper` shows that the exponential returns to one after a full period.
